# The Cauchy-Schwarz inequality for matrix elements of a positive definite matrix

The lemma `cauchy` bounds the matrix element of a positive definite complex matrix M between two states of a finite-dimensional space: |⟨ψ, Mφ⟩|² ≤ ⟨ψ, Mψ⟩⟨φ, Mφ⟩. Here ψ is nonzero and φ is arbitrary. Neither need be normalised, so ⟨ψ, Mψ⟩ is the expectation value of M only when ψ has unit norm; in general it must first be divided by ⟨ψ, ψ⟩. With q = ⟨ψ, Mψ⟩ and s = ⟨ψ, Mφ⟩, the proof evaluates the form of M at the vector qφ − sψ, where it should equal q(q⟨φ, Mφ⟩ − |s|²). Since the form is never negative and q is positive, the bound follows.

As first written in Lean, the proof fails:

```lean
import Mathlib

open Matrix
open scoped ComplexOrder

namespace Cauchy

noncomputable section

variable {n : Type*} [Fintype n] [DecidableEq n]

/-- The diagonal amplitude `⟨f, A f⟩` of a Hermitian matrix `A`, taken as a real number
(for general `A`, the real part). -/
def amp (A : Matrix n n ℂ) (f : n → ℂ) : ℝ := (star f ⬝ᵥ A *ᵥ f).re

variable {V R M : Matrix n n ℂ} {f ψ : n → ℂ}

omit [DecidableEq n] in
/-- A positive definite matrix has a positive amplitude in every nonzero state. -/
lemma amp_pos (hM : M.PosDef) (hf : f ≠ 0) : 0 < amp M f :=
  (Complex.lt_def.mp (hM.dotProduct_mulVec_pos hf)).1

omit [DecidableEq n] in
/-- Matrix elements of a Hermitian matrix are conjugated when the two states are exchanged. -/
lemma flip (hM : M.IsHermitian) (x y : n → ℂ) :
    star x ⬝ᵥ M *ᵥ y = star (star y ⬝ᵥ M *ᵥ x) := by
  rw [Matrix.star_dotProduct x (M *ᵥ y), Matrix.star_mulVec, hM.eq,
    ← Matrix.dotProduct_mulVec]

omit [DecidableEq n] in
/-- The Cauchy-Schwarz inequality in the form of a positive definite matrix `M`,
for a nonzero state `ψ` and any state `φ`. -/
lemma cauchy (hM : M.PosDef) (hψ : ψ ≠ 0) (φ : n → ℂ) :
    ‖star ψ ⬝ᵥ M *ᵥ φ‖ ^ 2 ≤ amp M ψ * amp M φ := by
  have hq := amp_pos hM hψ
  -- the form is nonnegative on the part of `φ` orthogonal to `ψ`
  have key : amp M (((amp M ψ : ℝ) : ℂ) • φ - (star ψ ⬝ᵥ M *ᵥ φ) • ψ)
      = amp M ψ * (amp M ψ * amp M φ - ‖star ψ ⬝ᵥ M *ᵥ φ‖ ^ 2) := by
    simp only [amp, Matrix.mulVec_sub, Matrix.mulVec_smul, star_sub, star_smul,
      sub_dotProduct, dotProduct_sub, smul_dotProduct, dotProduct_smul, smul_eq_mul]
    rw [flip hM.isHermitian φ ψ, Complex.sq_norm, Complex.normSq_apply]
    generalize star ψ ⬝ᵥ M *ᵥ φ = s
    generalize star ψ ⬝ᵥ M *ᵥ ψ = u
    generalize star φ ⬝ᵥ M *ᵥ φ = w
    simp only [Complex.star_def, Complex.conj_ofReal, Complex.sub_re, Complex.mul_re,
      Complex.mul_im, Complex.conj_re, Complex.conj_im, Complex.ofReal_re, Complex.ofReal_im]
    ring
  have h0 : 0 ≤ amp M (((amp M ψ : ℝ) : ℂ) • φ - (star ψ ⬝ᵥ M *ᵥ φ) • ψ) := by
    by_cases h : ((amp M ψ : ℝ) : ℂ) • φ - (star ψ ⬝ᵥ M *ᵥ φ) • ψ = 0
    · rw [h]; simp [amp]
    · exact (amp_pos hM h).le
  rw [key] at h0
  linarith [nonneg_of_mul_nonneg_right h0 hq]

end

end Cauchy
```

Messages:

```
Try this:
  [apply] ring_nf
  
  The `ring` tactic failed to close the goal. Use `ring_nf` to obtain a normal form.
    
  Note that `ring` works primarily in *commutative* rings. If you have a noncommutative ring, abelian group or module, consider using `noncomm_ring`, `abel` or `module` instead.
Main.lean:38:66: error: unsolved goals
n : Type u_1
inst✝ : Fintype n
M : Matrix n n ℂ
ψ : n → ℂ
hM : M.PosDef
hψ : ψ ≠ 0
φ : n → ℂ
hq : 0 < amp M ψ
s u w : ℂ
⊢ -(u.re * s.re ^ 2) - u.re * s.im ^ 2 + u.re ^ 2 * w.re + s.re * s.im * u.im +
      s.im * (↑u.re * (starRingEnd ℂ) s - (starRingEnd ℂ) s * u).im =
    -(u.re * s.re ^ 2) - u.re * s.im ^ 2 + u.re ^ 2 * w.re
Main.lean:46:6: warning: This simp argument is unused:
  Complex.mul_im

Hint: Omit it from the simp argument list.
  [apply] simp only [Complex.star_def, Complex.conj_ofReal, Complex.sub_re, Complex.mul_re, Complex.conj_re,
    Complex.conj_im, Complex.ofReal_re, Complex.ofReal_im]

Note: This linter can be disabled with `set_option linter.unusedSimpArgs false`
```

The change, after which it compiles:

```diff
@@ -34,5 +34,5 @@
     ‖star ψ ⬝ᵥ M *ᵥ φ‖ ^ 2 ≤ amp M ψ * amp M φ := by
   have hq := amp_pos hM hψ
-  -- the form is nonnegative on the part of `φ` orthogonal to `ψ`
+  -- expand the form of `M` at `q φ - s ψ`, where `q = ⟨ψ, M ψ⟩` and `s = ⟨ψ, M φ⟩`
   have key : amp M (((amp M ψ : ℝ) : ℂ) • φ - (star ψ ⬝ᵥ M *ᵥ φ) • ψ)
       = amp M ψ * (amp M ψ * amp M φ - ‖star ψ ⬝ᵥ M *ᵥ φ‖ ^ 2) := by
@@ -43,5 +43,5 @@
     generalize star ψ ⬝ᵥ M *ᵥ ψ = u
     generalize star φ ⬝ᵥ M *ᵥ φ = w
-    simp only [Complex.star_def, Complex.conj_ofReal, Complex.sub_re, Complex.mul_re,
+    simp only [Complex.star_def, Complex.conj_ofReal, Complex.sub_re, Complex.sub_im, Complex.mul_re,
       Complex.mul_im, Complex.conj_re, Complex.conj_im, Complex.ofReal_re, Complex.ofReal_im]
     ring
```

Cause. The error is in the expansion `key`, where `ring` fails to close the goal. The goal left over still contains the imaginary part of a difference, `(↑u.re * (starRingEnd ℂ) s - (starRingEnd ℂ) s * u).im`. The `simp only` list has `Complex.sub_re` for real parts of differences but nothing for imaginary parts, and `ring` does not know how `.im` acts on a subtraction, so it treats the whole expression as an unknown.

The warning that `Complex.mul_im` is unused has the same cause: the products whose imaginary parts it would expand are shut inside that difference.

Adding `Complex.sub_im` splits the difference, and `Complex.mul_im` can then expand the products. The stuck imaginary part becomes `-(s.re * u.im)`. Multiplied by `s.im`, it cancels the leftover term `s.re * s.im * u.im`, and `ring` closes the goal.

The reworded comment is mere tidying.
